# Restoring the trace of a truncated symmetric matrix: on a pattern that keeps the diagonal, the closest correction in the Frobenius norm shifts the diagonal uniformly

In some linear-scaling electronic-structure calculations, density-matrix elements between distant sites are discarded so that the matrix stays sparse. The matrix X at hand may also carry the wrong number of electrons, for instance because it comes from an approximate iteration. Which sparse symmetric matrix with the right electron number N lies closest to X, if the squared distance is the sum of the squared differences of the matrix elements?

In an orthonormal basis the electron number is the trace. Truncation that keeps the diagonal leaves it alone, so the missing charge is N − Tr X, and the closest matrix spreads it equally over the sites. In a nonorthogonal basis with overlap matrix S the electron number of Y is Tr(YS), and the correction runs along the truncated overlap. The general case is treated first.

The sites form a finite set, the type `n` in the code; in formulas, n is their number. Each site carries one basis function, so an atom with several orbitals counts as several sites. All matrices are real.

In Lean 4 with Mathlib:

```lean
import Mathlib

open Matrix

namespace SparseChargeCorrection

noncomputable section

variable {n : Type*} [Fintype n]
```

## Distance, pattern and charge

The Frobenius product of two matrices is the sum of entrywise products,

⟨A, B⟩ = Σ_i Σ_j A_ij B_ij.

```lean
/-- The Frobenius inner product of two real matrices. -/
def frob (A B : Matrix n n ℝ) : ℝ := ∑ i, ∑ j, A i j * B i j
```

With ‖A‖² = ⟨A, A⟩, the squared distance between A and B is ‖A − B‖². It compares matrix elements directly, without overlap weights even when S ≠ I.

```lean
/-- The squared Frobenius distance between two real matrices. -/
def distSq (A B : Matrix n n ℝ) : ℝ := frob (A - B) (A - B)
```

The sparsity pattern is a relation K on sites: `K i j` says that the entry (i, j) is kept. Truncation is

T(X)_ij = X_ij if K i j, and 0 otherwise.

```lean
/-- Truncation to the sparsity pattern `K`: entries outside the pattern are set to zero. -/
def truncate (K : n → n → Prop) [DecidableRel K] (X : Matrix n n ℝ) : Matrix n n ℝ :=
  Matrix.of fun i j => if K i j then X i j else 0
```

A competitor Y must satisfy three conditions:

Y_ij = Y_ji,  Y_ij = 0 outside K,  Tr(YS) = N.

Here N is any real number, with the same spin convention as X. Neither idempotency nor occupations between 0 and 1 per spin orbital are required, so the closest admissible matrix need not be a physical density matrix.

```lean
/-- The symmetric matrices on the pattern `K` that carry charge `N`, counted as `Tr (Y S)`
with the overlap matrix `S`. -/
structure Admissible (K : n → n → Prop) (S : Matrix n n ℝ) (N : ℝ)
    (Y : Matrix n n ℝ) : Prop where
  symm : Y.IsSymm
  sparse : ∀ i j, ¬ K i j → Y i j = 0
  charge : (Y * S).trace = N
```

The candidate in the general case is

P = T(X) + c T(S),  c = (N − Tr(T(X)S)) / ‖T(S)‖².

This needs T(S) ≠ 0. If T(S) vanished, every matrix on the pattern would have charge zero, and a nonzero N would be out of reach. For the overlap matrix of actual basis functions, a pattern with at least one diagonal entry is enough, since each function has positive norm.

```lean
/-- The truncation of `X` with its missing charge restored along the truncated overlap matrix;
meant for overlap matrices whose truncation is nonzero. -/
def chargeCorrected (K : n → n → Prop) [DecidableRel K] (S : Matrix n n ℝ) (N : ℝ)
    (X : Matrix n n ℝ) : Matrix n n ℝ :=
  truncate K X + ((N - (truncate K X * S).trace) / frob (truncate K S) (truncate K S)) •
    truncate K S
```

In the orthonormal case, with at least one site and a pattern that contains the whole diagonal, the candidate becomes

P = T(X) + ((N − Tr X)/n) I.

```lean
/-- The truncation of `X` with the missing charge `N - Tr X` spread uniformly over all sites; meant
for at least one site and a pattern containing the diagonal. -/
def uniformCorrected [DecidableEq n] (K : n → n → Prop) [DecidableRel K] (N : ℝ)
    (X : Matrix n n ℝ) : Matrix n n ℝ :=
  truncate K X + ((N - X.trace) / (Fintype.card n : ℝ)) • (1 : Matrix n n ℝ)
```

## Three properties of the Frobenius product

The product is linear in its second argument:

⟨A, B + cC⟩ = ⟨A, B⟩ + c⟨A, C⟩.

The code merges the sums and compares them term by term.

```lean
/-- The Frobenius product is linear in its second argument. -/
theorem frob_add_smul (A B C : Matrix n n ℝ) (c : ℝ) :
    frob A (B + c • C) = frob A B + c * frob A C := by
  simp only [frob, Matrix.add_apply, Matrix.smul_apply, smul_eq_mul, Finset.mul_sum,
    ← Finset.sum_add_distrib]
  exact Finset.sum_congr rfl fun i _ => Finset.sum_congr rfl fun j _ => by ring
```

The square of a sum has the usual cross term:

‖A + B‖² = ‖A‖² + 2⟨A, B⟩ + ‖B‖².

```lean
/-- The squared Frobenius norm of a sum, with its cross term. -/
theorem frob_add_self (A B : Matrix n n ℝ) :
    frob (A + B) (A + B) = frob A A + 2 * frob A B + frob B B := by
  simp only [frob, Matrix.add_apply, Finset.mul_sum, ← Finset.sum_add_distrib]
  exact Finset.sum_congr rfl fun i _ => Finset.sum_congr rfl fun j _ => by ring
```

If A ≠ 0, some entry A_ij is nonzero. Its square is positive and all other squares are nonnegative, so

‖A‖² > 0.

```lean
/-- A nonzero matrix has positive squared Frobenius norm. -/
theorem frob_self_pos {A : Matrix n n ℝ} (hA : A ≠ 0) : 0 < frob A A := by
  obtain ⟨i, j, hij⟩ : ∃ i j, A i j ≠ 0 := by
    by_contra! h
    exact hA (by ext i j; exact h i j)
  unfold frob
  exact Finset.sum_pos' (fun a _ => Finset.sum_nonneg fun b _ => mul_self_nonneg (A a b))
    ⟨i, Finset.mem_univ i, Finset.sum_pos' (fun b _ => mul_self_nonneg (A i b))
      ⟨j, Finset.mem_univ j, mul_self_pos.mpr hij⟩⟩
```

## Charge as a projection onto the overlap

For symmetric S, the electron number is a Frobenius product:

Tr(YS) = Σ_i Σ_j Y_ij S_ji = Σ_i Σ_j Y_ij S_ij = ⟨Y, S⟩.

Fixing the charge therefore fixes the component of Y along S.

```lean
/-- For a symmetric overlap matrix, the charge `Tr (Y S)` is the Frobenius product of
`Y` and `S`. -/
theorem trace_mul_eq_frob (Y S : Matrix n n ℝ) (hS : S.IsSymm) :
    (Y * S).trace = frob Y S := by
  simp only [Matrix.trace, Matrix.diag_apply, Matrix.mul_apply, frob]
  exact Finset.sum_congr rfl fun i _ => Finset.sum_congr rfl fun j _ => by
    rw [hS.apply i j]
```

A matrix Y on the pattern cannot see the entries of A outside it. Where K i j holds, T(A)_ij = A_ij; elsewhere Y_ij = 0. Hence

⟨Y, T(A)⟩ = ⟨Y, A⟩.

The proof makes this case distinction for each entry.

```lean
variable (K : n → n → Prop) [DecidableRel K]

/-- A matrix supported on the pattern has the same Frobenius product with `A` as with the
truncation of `A`. -/
theorem frob_truncate (Y A : Matrix n n ℝ) (hY : ∀ i j, ¬ K i j → Y i j = 0) :
    frob Y (truncate K A) = frob Y A := by
  unfold frob
  refine Finset.sum_congr rfl fun i _ => Finset.sum_congr rfl fun j _ => ?_
  by_cases h : K i j
  · simp [truncate, h]
  · simp [truncate, h, hY i j h]
```

Taking Y = T(S) and A = S gives Tr(T(S)S) = ⟨T(S), S⟩ = ‖T(S)‖². The charge of P is then

Tr(PS) = Tr(T(X)S) + c‖T(S)‖² = N.

In the code, `hTS` is the identity ⟨T(S), S⟩ = ‖T(S)‖², and `div_mul_cancel₀` cancels the nonzero denominator of c.

```lean
/-- The corrected matrix carries exactly the charge `N`, if the overlap matrix is symmetric and
its truncation is nonzero. -/
theorem charge_chargeCorrected (S X : Matrix n n ℝ) (N : ℝ) (hS : S.IsSymm)
    (hT : truncate K S ≠ 0) : (chargeCorrected K S N X * S).trace = N := by
  have hpos := frob_self_pos hT
  have hTS : frob (truncate K S) S = frob (truncate K S) (truncate K S) :=
    (frob_truncate K _ S (fun i j h => by simp [truncate, h])).symm
  rw [chargeCorrected, Matrix.add_mul, Matrix.smul_mul, Matrix.trace_add, Matrix.trace_smul,
    smul_eq_mul, trace_mul_eq_frob (truncate K S) S hS, hTS, div_mul_cancel₀ _ hpos.ne']
  ring
```

## The error splits at the corrected matrix

Let Y be on the pattern with charge N, and put D = Y − P. Then D is also on the pattern, and it carries no charge:

⟨D, S⟩ = Tr(YS) − Tr(PS) = 0.

Since P − X = T(X) + c T(S) − X, truncation can be removed inside products with D:

⟨D, P − X⟩ = ⟨D, X⟩ + c⟨D, S⟩ − ⟨D, X⟩ = 0.

Writing Y − X = D + (P − X) and expanding the square gives

‖Y − X‖² = ‖P − X‖² + ‖Y − P‖².

The two orthogonality relations are `hDS` and `hcross`. Symmetry of X, Y and K plays no part here; only S must be symmetric.

```lean
/-- Pythagorean identity: for every `Y` on the pattern with charge `N`, the squared distance to
`X` splits at the corrected matrix. The overlap matrix is symmetric with nonzero truncation. -/
theorem distSq_pythagoras (S X Y : Matrix n n ℝ) (N : ℝ) (hS : S.IsSymm)
    (hT : truncate K S ≠ 0) (hY : ∀ i j, ¬ K i j → Y i j = 0) (hN : (Y * S).trace = N) :
    distSq Y X = distSq (chargeCorrected K S N X) X + distSq Y (chargeCorrected K S N X) := by
  have hcharge := charge_chargeCorrected K S X N hS hT
  have hP : ∀ i j, ¬ K i j → chargeCorrected K S N X i j = 0 := fun i j h => by
    simp [chargeCorrected, truncate, h]
  obtain ⟨c, hc⟩ : ∃ c : ℝ, chargeCorrected K S N X = truncate K X + c • truncate K S :=
    ⟨_, rfl⟩
  generalize chargeCorrected K S N X = P at *
  have hD : ∀ i j, ¬ K i j → (Y - P) i j = 0 := fun i j h => by
    rw [Matrix.sub_apply, hY i j h, hP i j h, sub_zero]
  -- both matrices carry the same charge, so their difference is orthogonal to the overlap
  have hDS : frob (Y - P) S = 0 := by
    rw [← trace_mul_eq_frob _ _ hS, Matrix.sub_mul, Matrix.trace_sub, hN, hcharge, sub_self]
  have hcross : frob (Y - P) (P - X) = 0 := by
    have e : P - X = (truncate K X + c • truncate K S) + (-1 : ℝ) • X := by
      rw [hc]; module
    rw [e, frob_add_smul, frob_add_smul, frob_truncate K _ X hD, frob_truncate K _ S hD, hDS]
    ring
  unfold distSq
  rw [← sub_add_sub_cancel Y P X, frob_add_self, hcross]
  ring
```

If Y ≠ P, the last term is positive, so

‖P − X‖² < ‖Y − X‖².

It remains to see that P is admissible. For symmetric X, S and K, both T(X) and T(S) are symmetric, hence so is P; its support and charge are already known. The theorem states both parts: P satisfies the constraints, and every other admissible matrix is strictly farther from X. Uniqueness is contained in the strict inequality.

```lean
/-- For symmetric `X`, a symmetric pattern and a symmetric overlap matrix with nonzero
truncation, the corrected matrix is admissible and strictly closer to `X` than any other
admissible matrix. -/
theorem chargeCorrected_unique_closest (S X : Matrix n n ℝ) (N : ℝ)
    (hK : ∀ i j, K i j → K j i) (hX : X.IsSymm) (hS : S.IsSymm) (hT : truncate K S ≠ 0) :
    Admissible K S N (chargeCorrected K S N X) ∧
      ∀ Y, Admissible K S N Y → Y ≠ chargeCorrected K S N X →
        distSq (chargeCorrected K S N X) X < distSq Y X := by
  have hsymm : ∀ A : Matrix n n ℝ, A.IsSymm → (truncate K A).IsSymm := fun A hA =>
    Matrix.IsSymm.ext fun i j => by
      by_cases h : K i j
      · simp [truncate, h, hK i j h, hA.apply i j]
      · have h' : ¬ K j i := fun g => h (hK j i g)
        simp [truncate, h, h']
  refine ⟨⟨(hsymm X hX).add ((hsymm S hS).smul _), fun i j h => ?_,
    charge_chargeCorrected K S X N hS hT⟩, fun Y hY hne => ?_⟩
  · simp [chargeCorrected, truncate, h]
  · have h := distSq_pythagoras K S X Y N hS hT hY.sparse hY.charge
    have hpos : 0 < distSq Y (chargeCorrected K S N X) := frob_self_pos (sub_ne_zero.mpr hne)
    linarith
```

## Orthonormal basis: an equal share for every site

Now set S = I, with at least one site and every diagonal entry in the pattern (`hdiag`). Then

T(I) = I,  ‖I‖² = n,  Tr T(X) = Tr X,

so c = (N − Tr X)/n, and P is the uniformly shifted truncation. The code proves these three identities as `h1`, `hf` and `ht`, identifies the two candidates, and applies the general theorem. In `Admissible K 1 N`, the `1` is the identity matrix, so the charge condition reads Tr Y = N.

For a sparse density matrix in a finite orthonormal basis, this restores the electron number by changing only the diagonal, with the least Frobenius change compatible with the pattern and the trace, but without enforcing idempotency.

```lean
variable [DecidableEq n] [Nonempty n]

/-- For at least one site, let `X` be symmetric and the pattern symmetric and containing the
diagonal. Among symmetric matrices on the pattern with trace `N`, the truncation of `X` plus the
uniform shift `(N - Tr X) / n` of the diagonal is the unique closest to `X` in Frobenius distance.
-/
theorem uniformCorrected_unique_closest (X : Matrix n n ℝ) (N : ℝ)
    (hK : ∀ i j, K i j → K j i) (hdiag : ∀ i, K i i) (hX : X.IsSymm) :
    Admissible K 1 N (uniformCorrected K N X) ∧
      ∀ Y, Admissible K 1 N Y → Y ≠ uniformCorrected K N X →
        distSq (uniformCorrected K N X) X < distSq Y X := by
  -- the pattern keeps the whole identity matrix and the whole trace of X
  have h1 : truncate K (1 : Matrix n n ℝ) = 1 := by
    ext i j
    by_cases h : i = j
    · subst h
      simp [truncate, hdiag i]
    · simp [truncate, Matrix.one_apply_ne h]
  have hf : frob (1 : Matrix n n ℝ) 1 = (Fintype.card n : ℝ) := by
    rw [← trace_mul_eq_frob _ _ Matrix.isSymm_one, mul_one, Matrix.trace_one]
  have ht : (truncate K X).trace = X.trace := by
    simp [Matrix.trace, truncate, hdiag]
  have e : chargeCorrected K 1 N X = uniformCorrected K N X := by
    rw [chargeCorrected, uniformCorrected, h1, hf, mul_one, ht]
  rw [← e]
  exact chargeCorrected_unique_closest K 1 X N hK hX Matrix.isSymm_one
    (by rw [h1]; exact one_ne_zero)
```

The cost of the correction can be read off separately. With s = (N − Tr X)/n,

P − X = (T(X) − X) + sI.

The first term has zero diagonal and the second has only a diagonal, so their product vanishes. Since ‖sI‖² = ns²,

‖P − X‖² = ‖T(X) − X‖² + (N − Tr X)²/n.

The first contribution comes from discarded elements, the second from the charge error of X. In the code, `hcross` is the vanishing product and `hself` the norm of the shift. The identity requires neither X nor K to be symmetric.

```lean
/-- For at least one site and a pattern containing the diagonal, the squared error of the uniformly
corrected matrix is the squared truncation error plus `(N - Tr X)² / n`. -/
theorem distSq_uniformCorrected (X : Matrix n n ℝ) (N : ℝ) (hdiag : ∀ i, K i i) :
    distSq (uniformCorrected K N X) X =
      distSq (truncate K X) X + (N - X.trace) ^ 2 / (Fintype.card n : ℝ) := by
  have hn : (Fintype.card n : ℝ) ≠ 0 := by exact_mod_cast Fintype.card_ne_zero
  -- the truncation error has no diagonal part
  have hcross : ∀ c : ℝ, frob (truncate K X - X) (c • (1 : Matrix n n ℝ)) = 0 := fun c => by
    unfold frob
    refine Finset.sum_eq_zero fun i _ => Finset.sum_eq_zero fun j _ => ?_
    by_cases h : i = j
    · subst h
      simp [truncate, hdiag i]
    · simp [Matrix.one_apply_ne h]
  have hself : ∀ c : ℝ, frob (c • (1 : Matrix n n ℝ)) (c • (1 : Matrix n n ℝ)) =
      c ^ 2 * (Fintype.card n : ℝ) := fun c => by
    rw [← trace_mul_eq_frob _ _ (Matrix.isSymm_one.smul c), Matrix.smul_mul, Matrix.one_mul,
      Matrix.trace_smul, Matrix.trace_smul, Matrix.trace_one]
    simp only [smul_eq_mul]
    ring
  have e : uniformCorrected K N X - X = (truncate K X - X) +
      ((N - X.trace) / (Fintype.card n : ℝ)) • (1 : Matrix n n ℝ) :=
    add_sub_right_comm _ _ _
  have hq : ((N - X.trace) / (Fintype.card n : ℝ)) ^ 2 * (Fintype.card n : ℝ) =
      (N - X.trace) ^ 2 / (Fintype.card n : ℝ) := by
    field_simp
  unfold distSq
  rw [e, frob_add_self, hcross, hself, hq]
  ring

end

end SparseChargeCorrection
```

```lean
#print axioms SparseChargeCorrection.uniformCorrected_unique_closest
#print axioms SparseChargeCorrection.distSq_uniformCorrected
```

```
'SparseChargeCorrection.uniformCorrected_unique_closest' depends on axioms: [propext, Classical.choice, Quot.sound]
'SparseChargeCorrection.distSq_uniformCorrected' depends on axioms: [propext, Classical.choice, Quot.sound]
```
